# Raising a solid harmonic from degree l to l + 1 with a Cartesian coordinate

A solid harmonic of degree l is here a real polynomial in x, y, z that is homogeneous of degree l and has zero Laplacian; it need not be normalised, and the zero polynomial is allowed. The theorem `upper_raises` states that if h is such a polynomial and x_i is any of the three coordinates, then x_i h − r² ∂_i h / (2l+1) is a solid harmonic of degree l + 1. The proof gets the degree by counting degrees in each term. For the Laplacian it uses the product rule and Euler's identity to show that r² ∂_i h has Laplacian 2(2l+1) ∂_i h, which after division by 2l+1 cancels the 2 ∂_i h coming from x_i h.

This version doesn't compile in Lean 4 with Mathlib:

```lean
import Mathlib

open MvPolynomial

namespace UpperRaises

noncomputable section

/-- Real polynomials in the Cartesian coordinates x, y, z. -/
abbrev Poly := MvPolynomial (Fin 3) ℝ

/-- The Laplacian, the sum of the three second partial derivatives. -/
def laplacian (p : Poly) : Poly := ∑ k, pderiv k (pderiv k p)

/-- The squared radius r² = x² + y² + z². -/
def rsq : Poly := ∑ k, X k ^ 2

/-- A solid harmonic of degree l: a homogeneous polynomial of degree l with zero Laplacian. -/
def IsSolidHarmonic (l : ℕ) (h : Poly) : Prop := h.IsHomogeneous l ∧ laplacian h = 0

/-- The part x_i h - r² ∂_i h / (2l+1) of the product x_i h. -/
def upper (i : Fin 3) (l : ℕ) (h : Poly) : Poly :=
  X i * h - C (1 / (2 * (l : ℝ) + 1)) * (rsq * pderiv i h)

/-- Partial derivatives of a polynomial commute. -/
theorem pderiv_comm (i j : Fin 3) (p : Poly) :
    pderiv i (pderiv j p) = pderiv j (pderiv i p) := by
  have h : ⁅(pderiv i : Derivation ℝ Poly Poly), (pderiv j : Derivation ℝ Poly Poly)⁆ = 0 := by
    apply derivation_ext
    intro k
    rw [Derivation.commutator_apply, pderiv_X, pderiv_X, Pi.single_apply, Pi.single_apply]
    split_ifs <;> simp
  have h' := congrArg (fun D : Derivation ℝ Poly Poly => D p) h
  simp only [Derivation.commutator_apply, Derivation.zero_apply] at h'
  exact sub_eq_zero.mp h'

/-- The Laplacian of x_i p is x_i times the Laplacian of p, plus 2 ∂_i p. -/
theorem laplacian_X_mul (i : Fin 3) (p : Poly) :
    laplacian (X i * p) = X i * laplacian p + 2 * pderiv i p := by
  have s : ∀ k, pderiv k (pderiv k (X i * p)) =
      X i * pderiv k (pderiv k p) + (if i = k then 2 * pderiv k p else 0) := by
    intro k
    by_cases hik : i = k
    · subst hik
      rw [if_pos rfl]
      simp only [pderiv_mul, pderiv_X_self, one_mul, map_add]
      ring
    · rw [if_neg hik]
      simp only [pderiv_mul, pderiv_X_of_ne hik, zero_mul, zero_add, add_zero]
  simp only [laplacian, s, Finset.sum_add_distrib, ← Finset.mul_sum, Finset.sum_ite_eq,
    Finset.mem_univ, if_true]

/-- A Cartesian derivative of a solid harmonic of degree l is zero for l = 0 and a solid
harmonic of degree l - 1 for l ≥ 1. -/
theorem gradient_lowers {l : ℕ} {h : Poly} (hh : IsSolidHarmonic l h) (i : Fin 3) :
    (l = 0 → pderiv i h = 0) ∧ (1 ≤ l → IsSolidHarmonic (l - 1) (pderiv i h)) := by
  refine ⟨fun h0 => ?_, fun _ => ⟨hh.1.pderiv, ?_⟩⟩
  · have hd : h.totalDegree = 0 := Nat.le_zero.mp (h0 ▸ hh.1.totalDegree_le)
    rw [totalDegree_eq_zero_iff_eq_C.mp hd, pderiv_C]
  · -- the derivative commutes with the Laplacian
    have e : laplacian (pderiv i h) = pderiv i (laplacian h) := by
      simp only [laplacian, map_sum]
      refine Finset.sum_congr rfl fun k _ => ?_
      rw [pderiv_comm k i h, pderiv_comm k i (pderiv k h)]
    rw [e, hh.2, map_zero]

/-- For a solid harmonic h of degree l, the polynomial x_i h - r² ∂_i h / (2l+1) is a solid
harmonic of degree l + 1. -/
theorem upper_raises {l : ℕ} {h : Poly} (hh : IsSolidHarmonic l h) (i : Fin 3) :
    IsSolidHarmonic (l + 1) (upper i l h) := by
  have hr : rsq.IsHomogeneous 2 :=
    IsHomogeneous.sum _ _ _ fun k _ => by simpa using (isHomogeneous_X ℝ k).pow 2
  -- harmonicity, Euler's identity and degree for the gradient term
  have key : laplacian (pderiv i h) = 0 ∧
      ∑ k, X k * pderiv k (pderiv i h) + pderiv i h = (l : Poly) * pderiv i h ∧
      (rsq * pderiv i h).IsHomogeneous (l + 1) := by
    rcases Nat.eq_zero_or_pos l with h0 | h1
    · rw [(gradient_lowers hh i).1 h0]
      refine ⟨by simp [laplacian], by simp, ?_⟩
      rw [mul_zero]
      exact isHomogeneous_zero _ _ _
    · obtain ⟨k, rfl⟩ : ∃ k, l = k + 1 := ⟨l - 1, by omega⟩
      have hg : IsSolidHarmonic k (pderiv i h) := (gradient_lowers hh i).2 h1
      refine ⟨hg.2, ?_, ?_⟩
      · rw [hg.1.sum_X_mul_pderiv, nsmul_eq_mul]
        push_cast
        ring
      · have := hr.mul hg.1
        rwa [show 2 + k = k + 1 + 1 by omega] at this
  obtain ⟨hg, hE, hH⟩ := key
  constructor
  · have a := (isHomogeneous_X ℝ i).mul hh.1
    have b := (isHomogeneous_C (Fin 3) (1 / (2 * (l : ℝ) + 1))).mul hH
    rw [add_comm] at a
    rw [zero_add] at b
    exact a.sub b
  · have h2 : laplacian (rsq * pderiv i h) = 2 * (2 * (l : Poly) + 1) * pderiv i h := by
      have e : laplacian (rsq * pderiv i h) =
          ∑ k, laplacian (X k * (X k * pderiv i h)) := by
        simp only [laplacian, rsq, Finset.sum_mul, map_sum, pow_two, mul_assoc]
        exact Finset.sum_comm
      rw [e]
      simp only [Fin.sum_univ_three] at hE ⊢
      simp only [laplacian_X_mul, hg, pderiv_mul, pderiv_X_self]
      linear_combination 4 * hE
    have h3 : ∀ (c : ℝ) (a b : Poly),
        laplacian (a - C c * b) = laplacian a - C c * laplacian b := by
      intro c a b
      simp only [laplacian, map_sub, pderiv_mul, pderiv_C, zero_mul, zero_add,
        Fin.sum_univ_three]
      ring
    have hc : (C (1 / (2 * (l : ℝ) + 1)) : Poly) * (2 * (l : Poly) + 1) = 1 := by
      have e : (2 * (l : Poly) + 1) = C (2 * (l : ℝ) + 1) := by simp
      rw [e, ← C_mul, one_div_mul_cancel (by positivity), C_1]
    rw [upper, h3, laplacian_X_mul, hh.2, h2]
    linear_combination (-2 * pderiv i h) * hc

end

end UpperRaises
```

Lean reports:

```
Main.lean:113:61: error: unsolved goals
l : ℕ
h : Poly
hh : IsSolidHarmonic l h
i : Fin 3
hr : IsHomogeneous rsq 2
hg : laplacian ((pderiv i) h) = 0
hE : ∑ k, X k * (pderiv k) ((pderiv i) h) + (pderiv i) h = ↑l * (pderiv i) h
hH : IsHomogeneous (rsq * (pderiv i) h) (l + 1)
h2 : laplacian (rsq * (pderiv i) h) = 2 * (2 * ↑l + 1) * (pderiv i) h
h3 : ∀ (c : ℝ) (a b : Poly), laplacian (a - C c * b) = laplacian a - C c * laplacian b
⊢ 2 = C 2 ∨ l = 0
```

Lean accepts the file once it reads:

```diff
@@ -111,5 +111,8 @@
       ring
     have hc : (C (1 / (2 * (l : ℝ) + 1)) : Poly) * (2 * (l : Poly) + 1) = 1 := by
-      have e : (2 * (l : Poly) + 1) = C (2 * (l : ℝ) + 1) := by simp
+      have two : (C (2 : ℝ) : Poly) = 2 := by
+        rw [← one_add_one_eq_two, C_add, C_1, one_add_one_eq_two]
+      have e : (2 * (l : Poly) + 1) = C (2 * (l : ℝ) + 1) := by
+        rw [C_add, C_mul, two, C_1, map_natCast]
       rw [e, ← C_mul, one_div_mul_cancel (by positivity), C_1]
     rw [upper, h3, laplacian_X_mul, hh.2, h2]
```

Diagnosis. The error is in the auxiliary fact `e`, which says that the polynomial 2l + 1 equals the real number 2l + 1 embedded as a constant polynomial by `C`. The proof was a bare `simp`, which reduced the equation to `2 = C 2 ∨ l = 0` and stopped. The second alternative comes from cancelling the common factor l, and it does not hold for general l. The first is true, but `simp` did not turn `C 2`, the embedded real number 2, into the polynomial numeral `2`.

The repair proves this missing equation separately, as `two`. It writes the real 2 as 1 + 1, moves `C` through the sum with `C_add`, replaces each `C 1` by 1 with `C_1`, and adds the ones up again. The new proof of `e` then replaces `simp` with explicit rewrites: `C_add` and `C_mul` split the embedded expression, and `two`, `C_1` and `map_natCast` convert the 2, the 1 and the l. Both sides are then the same, with no factor cancelled and no alternative left to prove.
